# On a nonempty radial grid with positive radii and weights, Racah's B for a d shell is positive

Suppose a program turns a d-shell radial density into Racah's $B$ and $C$ by evaluating the Slater integrals of the bare Coulomb repulsion as double sums over a nonempty grid. The weight of a grid point is the radial density there times the quadrature weight. If all radii and weights are positive, exact arithmetic always gives $B>0$. A value $B\le 0$ then points to a fault in the code or to floating-point error.

```lean
import Mathlib

open Finset

namespace SlaterRacahGrid

noncomputable section

/-- The radial factor of the order-`k` multipole term of the Coulomb repulsion between
electrons at radii `a` and `b`, for positive radii. -/
def multipoleKernel (k : ℕ) (a b : ℝ) : ℝ := min a b ^ k / max a b ^ (k + 1)

variable {ι : Type*} [Fintype ι]

/-- The Slater integral `F^k` on a radial grid with positive radii `r i` and
weights `w i`. -/
def slaterF (r w : ι → ℝ) (k : ℕ) : ℝ :=
  ∑ i, ∑ j, w i * w j * multipoleKernel k (r i) (r j)

/-- The Racah parameter `B` of a d shell, on a grid with positive radii. -/
def racahB (r w : ι → ℝ) : ℝ := slaterF r w 2 / 49 - 5 * slaterF r w 4 / 441

/-- The Racah parameter `C` of a d shell, on a grid with positive radii. -/
def racahC (r w : ι → ℝ) : ℝ := 5 * slaterF r w 4 / 63

/-- The multipole kernel is positive at positive radii. -/
theorem multipoleKernel_pos (k : ℕ) {a b : ℝ} (ha : 0 < a) (hb : 0 < b) :
    0 < multipoleKernel k a b :=
  div_pos (pow_pos (lt_min ha hb) _) (pow_pos (lt_max_of_lt_left ha) _)

/-- Raising the multipole order by one multiplies the kernel by the ratio of the smaller
to the larger radius. -/
theorem multipoleKernel_succ (k : ℕ) (a b : ℝ) :
    multipoleKernel (k + 1) a b = multipoleKernel k a b * (min a b / max a b) := by
  unfold multipoleKernel
  rw [pow_succ (min a b) k, pow_succ (max a b) (k + 1), mul_div_mul_comm]

/-- Every Slater integral on a nonempty grid with positive radii and weights is positive. -/
theorem slaterF_pos [Nonempty ι] {r w : ι → ℝ} (hr : ∀ i, 0 < r i) (hw : ∀ i, 0 < w i)
    (k : ℕ) : 0 < slaterF r w k :=
  Finset.sum_pos (fun i _ => Finset.sum_pos (fun j _ =>
    mul_pos (mul_pos (hw i) (hw j)) (multipoleKernel_pos k (hr i) (hr j)))
    Finset.univ_nonempty) Finset.univ_nonempty

/-- For positive radii and nonnegative weights, the Slater integrals do not increase with the
multipole order. -/
theorem slaterF_antitone {r w : ι → ℝ} (hr : ∀ i, 0 < r i) (hw : ∀ i, 0 ≤ w i) :
    Antitone (slaterF r w) := by
  refine antitone_nat_of_succ_le fun k => ?_
  refine Finset.sum_le_sum fun i _ => Finset.sum_le_sum fun j _ => ?_
  refine mul_le_mul_of_nonneg_left ?_ (mul_nonneg (hw i) (hw j))
  -- the extra factor min / max is at most one
  rw [multipoleKernel_succ]
  have hmax : 0 < max (r i) (r j) := lt_max_of_lt_left (hr i)
  exact mul_le_of_le_one_right (multipoleKernel_pos k (hr i) (hr j)).le
    ((div_le_one hmax).2 min_le_max)

/-- For positive radii and weights and `k < l`, the Slater integral `F^l` is strictly smaller than
`F^k` exactly when the grid contains two different radii. -/
theorem slaterF_lt_iff {r w : ι → ℝ} (hr : ∀ i, 0 < r i) (hw : ∀ i, 0 < w i)
    {k l : ℕ} (hkl : k < l) :
    slaterF r w l < slaterF r w k ↔ ∃ i j, r i ≠ r j := by
  have hanti := slaterF_antitone hr (fun i => (hw i).le)
  constructor
  · intro hlt
    by_contra hne
    have heq : ∀ i j, r i = r j := by
      intro i j
      by_contra h
      exact hne ⟨i, j, h⟩
    -- with a single radius, raising the order changes nothing
    have hstep : ∀ n, slaterF r w (n + 1) = slaterF r w n := by
      intro n
      refine Finset.sum_congr rfl fun i _ => Finset.sum_congr rfl fun j _ => ?_
      rw [multipoleKernel_succ, heq i j, min_self, max_self, div_self (hr j).ne', mul_one]
    have hconst : ∀ n, slaterF r w n = slaterF r w 0 := by
      intro n
      induction n with
      | zero => rfl
      | succ n ih => rw [hstep, ih]
    rw [hconst l, hconst k] at hlt
    exact lt_irrefl _ hlt
  · rintro ⟨i, j, hij⟩
    refine lt_of_le_of_lt (hanti (Nat.succ_le_of_lt hkl)) ?_
    have hle : ∀ a b, w a * w b * multipoleKernel (k + 1) (r a) (r b)
        ≤ w a * w b * multipoleKernel k (r a) (r b) := by
      intro a b
      refine mul_le_mul_of_nonneg_left ?_ (mul_pos (hw a) (hw b)).le
      rw [multipoleKernel_succ]
      have hmax : 0 < max (r a) (r b) := lt_max_of_lt_left (hr a)
      exact mul_le_of_le_one_right (multipoleKernel_pos k (hr a) (hr b)).le
        ((div_le_one hmax).2 min_le_max)
    -- the pair of different radii contributes a strict decrease
    have hlt : w i * w j * multipoleKernel (k + 1) (r i) (r j)
        < w i * w j * multipoleKernel k (r i) (r j) := by
      refine mul_lt_mul_of_pos_left ?_ (mul_pos (hw i) (hw j))
      rw [multipoleKernel_succ]
      have hmax : 0 < max (r i) (r j) := lt_max_of_lt_left (hr i)
      have hmm : min (r i) (r j) < max (r i) (r j) := by
        rcases lt_or_gt_of_ne hij with h | h
        · exact (min_le_left _ _).trans_lt (h.trans_le (le_max_right _ _))
        · exact (min_le_right _ _).trans_lt (lt_of_lt_of_le h (le_max_left _ _))
      exact mul_lt_of_lt_one_right (multipoleKernel_pos k (hr i) (hr j))
        ((div_lt_one hmax).2 hmm)
    exact Finset.sum_lt_sum (fun a _ => Finset.sum_le_sum fun b _ => hle a b)
      ⟨i, Finset.mem_univ i, Finset.sum_lt_sum (fun b _ => hle i b)
        ⟨j, Finset.mem_univ j, hlt⟩⟩

/-- For positive radii and nonnegative weights, the Racah parameter `B` is at least `4 F^2 / 441`.
-/
theorem racahB_lower_bound {r w : ι → ℝ} (hr : ∀ i, 0 < r i) (hw : ∀ i, 0 ≤ w i) :
    4 * slaterF r w 2 / 441 ≤ racahB r w := by
  have h : slaterF r w 4 ≤ slaterF r w 2 := slaterF_antitone hr hw (by norm_num)
  unfold racahB
  linarith

/-- The Racah parameter `B` is positive on every nonempty grid with positive radii and
weights. -/
theorem racahB_pos [Nonempty ι] {r w : ι → ℝ} (hr : ∀ i, 0 < r i) (hw : ∀ i, 0 < w i) :
    0 < racahB r w := by
  have h2 := slaterF_pos hr hw 2
  have hB := racahB_lower_bound hr (fun i => (hw i).le)
  linarith

/-- On a nonempty grid with positive radii and weights, the Racah parameter `C` is positive and at
most `35/4` times `B`. -/
theorem racahC_pos_and_le [Nonempty ι] {r w : ι → ℝ} (hr : ∀ i, 0 < r i)
    (hw : ∀ i, 0 < w i) : 0 < racahC r w ∧ racahC r w ≤ 35 / 4 * racahB r w := by
  have h4 := slaterF_pos hr hw 4
  have h : slaterF r w 4 ≤ slaterF r w 2 :=
    slaterF_antitone hr (fun i => (hw i).le) (by norm_num)
  unfold racahC racahB
  constructor <;> linarith

/-- For positive radii and weights, the Racah parameter `C` is strictly below `35/4` times `B`
exactly when the grid contains two different radii. -/
theorem racahC_lt_iff {r w : ι → ℝ} (hr : ∀ i, 0 < r i) (hw : ∀ i, 0 < w i) :
    racahC r w < 35 / 4 * racahB r w ↔ ∃ i j, r i ≠ r j := by
  rw [← slaterF_lt_iff hr hw (show 2 < 4 by norm_num)]
  unfold racahC racahB
  constructor <;> intro h <;> linarith

end

end SlaterRacahGrid
```

```lean
#print axioms SlaterRacahGrid.racahB_pos
#print axioms SlaterRacahGrid.racahC_pos_and_le
#print axioms SlaterRacahGrid.racahC_lt_iff
```

```
'SlaterRacahGrid.racahB_pos' depends on axioms: [propext, Classical.choice, Quot.sound]
'SlaterRacahGrid.racahC_pos_and_le' depends on axioms: [propext, Classical.choice, Quot.sound]
'SlaterRacahGrid.racahC_lt_iff' depends on axioms: [propext, Classical.choice, Quot.sound]
```

## Slater integrals as double sums

Let the grid points be labelled by $i$, with radii $r_i$ and weights $w_i$. The file defines, for every natural number $k$,

$$
F^k=\sum_{i,j} w_i w_j\,\frac{\min(r_i,r_j)^k}{\max(r_i,r_j)^{k+1}} .
$$

The fraction is `multipoleKernel k (r i) (r j)` and the sum is `slaterF r w k`. The superscript on $F^k$ is a label for the multipole order, whereas the exponents in the fraction are ordinary powers.

The fraction comes from the multipole expansion of the Coulomb repulsion. For two electrons at distances $a$ and $b$ from the nucleus, with angle $\gamma$ between their position vectors, and in atomic units,

$$
\frac{1}{|\mathbf r_1-\mathbf r_2|}=\sum_{k}\frac{\min(a,b)^k}{\max(a,b)^{k+1}}\,P_k(\cos\gamma),
$$

where $P_k$ is a Legendre polynomial. The angular factors are integrated separately, and what remains is the average of the radial factor over the radial densities of the two electrons. Both electrons occupy the same d shell, so one density serves for both. If $u(r)$ denotes the shell's radial function including the factor $r$, then $w_i$ stands for $u(r_i)^2$ times the quadrature weight at $r_i$.

The grid is an arbitrary finite type `ι`. The points need not be ordered or equally spaced, and two labels may even carry the same radius. The weights need not add up to one: multiplying all of them by a nonzero real constant $c$ multiplies every $F^k$ by $c^2$, which leaves signs and ratios alone. For a normalised shell one takes $\sum_i w_i=1$, and with radii in bohr the integrals are then in hartree.

The Racah parameters $B$ and $C$ are defined by

$$
B=\frac{F^2}{49}-\frac{5F^4}{441},\qquad C=\frac{5F^4}{63}.
$$

These are `racahB` and `racahC`. The denominators belong to the convention for a d shell in which the integrals carry upper indices. In the convention with lower indices, $F_2=F^2/49$ and $F_4=F^4/441$, the same parameters read $B=F_2-5F_4$ and $C=35F_4$. The angular algebra that produces these combinations is taken as given in the definitions.

## Signs, order and the ratio of C to B

For positive radii and weights, the theorems state the following.

- `slaterF_pos`: on a nonempty grid, $F^k>0$ for every $k$.
- `slaterF_antitone`: $F^l\le F^k$ whenever $k\le l$. Here the weights may also be zero, and the grid may be empty.
- `slaterF_lt_iff`: for $k<l$, the inequality $F^l\le F^k$ is strict exactly when two grid points have different radii.
- `racahB_lower_bound` and `racahB_pos`: $B\ge 4F^2/441$, and therefore $B>0$ on a nonempty grid. The lower bound itself again allows zero weights.
- `racahC_pos_and_le` and `racahC_lt_iff`: on a nonempty grid $0<C\le\tfrac{35}{4}B$, and $C<\tfrac{35}{4}B$ holds exactly when two radii differ.

The hypotheses `hr` and `hw` carry the conditions on radii and weights, and `[Nonempty ι]` says that there is at least one grid point. A point where the density vanishes, such as the origin or a radial node, has weight zero. It carries no charge, so it can be deleted before the theorems are applied. The origin has to be deleted, because the theorems assume positive radii and the kernel of the origin with itself divides by zero. Quadrature rules with negative weights are a different matter, since the hypotheses exclude them.

In first-order theory for a single $d^2$ configuration, without spin-orbit coupling or a ligand field, the $^3P$ term lies $15B$ above the $^3F$ term. For Slater integrals computed on a grid of the kind described here, a positive $B$ therefore puts $^3F$ below $^3P$.

The model has one radial density and the bare Coulomb kernel. It does not treat screened interactions, $B$ and $C$ fitted to spectra, or the passage from the grid to continuous integrals. Exchange integrals between different shells involve products of two radial functions, which can change sign, so positive weights do not describe them in general.

## One more power of the radius ratio

Take two positive radii $a$ and $b$, and write $s=\min(a,b)$ and $t=\max(a,b)$. Raising the order by one gives

$$
\frac{s^{k+1}}{t^{k+2}}=\frac{s^k}{t^{k+1}}\cdot\frac{s}{t}.
$$

The first factor on the right is positive. The second satisfies $0<s/t\le 1$, with $s/t=1$ exactly when $a=b$. So the kernel never grows with $k$, and it shrinks strictly when the radii differ.

Now multiply by $w_iw_j$ and sum over all pairs. With positive weights and at least one grid point, every term is positive and there is at least one term, so $F^k>0$. With nonnegative weights, each term at order $k+1$ is at most the corresponding term at order $k$, so $F^{k+1}\le F^k$. Repeating this step gives $F^l\le F^k$ for all $l\ge k$.

For the strict version, let all weights be positive and suppose first that $r_i\ne r_j$ for some pair. The term of that pair drops strictly from order $k$ to order $k+1$, while no other term rises. Hence $F^{k+1}<F^k$, and for any $l>k$

$$
F^l\le F^{k+1}<F^k .
$$

Suppose instead that all radii are equal to a single $R$. Then every ratio $s/t$ is one, the kernel is $1/R$ at every order, and

$$
F^k=\frac{1}{R}\Bigl(\sum_i w_i\Bigr)^2
$$

does not depend on $k$. No strict inequality is possible in this case.

The parameters $B$ and $C$ need only the orders 2 and 4. Since $1/49=9/441$ and $F^4\le F^2$,

$$
B=\frac{9F^2-5F^4}{441}\ge\frac{4F^2}{441}>0 .
$$

Positivity of $F^2$ and $F^4$ alone would not give this, because $B$ is a difference; the ordering of the two integrals is what settles its sign. For $C$, positivity follows from $F^4>0$. The upper bound follows from

$$
\frac{35}{4}B-C=\frac{35}{4\cdot 441}\bigl(9F^2-5F^4-4F^4\bigr)=\frac{5}{28}\bigl(F^2-F^4\bigr)\ge 0 .
$$

The difference is zero exactly when $F^4=F^2$, that is, when the whole charge sits at one radius.

## Two radii with equal weights

Take $r_1=1$ and $r_2=2$ in bohr, with $w_1=w_2=\tfrac12$. The two diagonal terms have kernels $1$ and $\tfrac12$, and each of the two mixed terms has kernel $1/2^{k+1}$. Therefore

$$
F^k=\frac14\Bigl(1+\frac12+\frac{2}{2^{k+1}}\Bigr)=\frac14\Bigl(\frac32+\frac{1}{2^k}\Bigr),
$$

which gives $F^2=7/16$ and $F^4=25/64$ hartree. The Racah parameters are

$$
B=\frac{1}{112}-\frac{125}{28224}=\frac{127}{28224}\approx 0.00450,\qquad
C=\frac{125}{4032}\approx 0.03100 .
$$

The lower bound on $B$ is $4F^2/441=1/252\approx 0.00397$, which is indeed smaller than $B$. The ratio is $C/B=875/127\approx 6.89$, below $35/4=8.75$, as it must be when two radii differ.

## The same argument in Lean

`multipoleKernel_pos` divides one positive power by another. `multipoleKernel_succ` is the factorisation with $s/t$: it splits one factor off each power and regroups the quotient.

In `slaterF_pos`, `Finset.sum_pos` is applied twice, once for each index of the double sum. The nonempty grid enters at this point, since an empty sum would be zero.

`slaterF_antitone` first reduces the claim for all orders to neighbouring ones with `antitone_nat_of_succ_le`. It then compares the two double sums term by term with `Finset.sum_le_sum`. After the common factor $w_iw_j$ is removed, the remaining inequality says that multiplication by $s/t\le 1$ does not increase a nonnegative number, which is `mul_le_of_le_one_right`.

The two directions of `slaterF_lt_iff` follow the two cases above. In the forward direction, the proof assumes $F^l<F^k$ and supposes that no two radii differ. Then `hstep` shows that one step in the order changes nothing, and `hconst` extends this by induction to $F^n=F^0$ for every $n$. The assumed inequality becomes $F^0<F^0$, a contradiction.

In the reverse direction, monotonicity gives $F^l\le F^{k+1}$, so it remains to show $F^{k+1}<F^k$. The statement `hle` says that no term rises, and `hlt` says that the term of the chosen pair falls. `Finset.sum_lt_sum` combines them, first in the inner sum over the second index and then in the outer sum over the first.

The results on $B$ and $C$ are linear arithmetic in $F^2$ and $F^4$, which `linarith` carries out once the definitions are unfolded and the required inequalities are supplied. For `racahC_lt_iff`, the condition on the radii is first replaced by $F^4<F^2$, using `slaterF_lt_iff` at orders 2 and 4. Both directions then amount to the identity $\tfrac{35}{4}B-C=\tfrac{5}{28}(F^2-F^4)$.
